# For independent exponential waiting times and n ≥ 2 events, n/t overestimates the rate on average and (n−1)/t does not

**Q:** I start $n$ molecular dynamics trajectories in a reactant basin, run each one until it escapes, add up the escape times to a total $t$, and report $n/t$ as the rate constant. You say that this number is biased. By how much?

**A:** If the true rate is $k$ and the escape times are independent and exponential, the mean of $n/t$ is $nk/(n-1)$ for $n\ge 2$. With five escapes you are 25% too high on average. With one escape the mean is infinite. Replacing $n$ by $n-1$ removes the bias for $n\ge2$, and for $n\ge3$ the variance of $(n-1)/t$ is $k^2/(n-2)$.

**Q:** Show me by hand first.

**A:** The total time has the density
$$w_n(t)=\frac{k^n t^{n-1}e^{-kt}}{(n-1)!},\qquad t>0,\ k>0,\ n\ge1.$$
The one integral needed is $\int_0^\infty t^j e^{-kt}\,dt=j!/k^{j+1}$ for $j=0,1,2,\dots$ For an integer $p$ with $0\le p<n$, dividing by $t^p$ lowers the power in the density, so
$$\langle t^{-p}\rangle=\frac{k^n}{(n-1)!}\int_0^\infty t^{n-1-p}e^{-kt}\,dt=k^p\,\frac{(n-1-p)!}{(n-1)!}.$$
For $p=0$ this is $1$, the normalisation. For $p=1$ it is $k/(n-1)$, so an estimator $c/t$ with a real constant $c$ has mean $ck/(n-1)$. Put $c=n$ or $c=n-1$ to get the two means. For $p=2$, which needs $n\ge3$, it is $k^2/((n-1)(n-2))$.

The mean squared error of $c/t$ is then
$$c^2\langle t^{-2}\rangle-2ck\langle t^{-1}\rangle+k^2=k^2\,\frac{c^2-2c(n-2)+(n-1)(n-2)}{(n-1)(n-2)}.$$
The numerator equals $(c-(n-2))^2+(n-2)$, which gives
$$k^2\left[\frac1{n-1}+\frac{(c-(n-2))^2}{(n-1)(n-2)}\right].$$
At $c=n-1$ the bracket is $\frac{1}{n-1}\left(1+\frac1{n-2}\right)=\frac1{n-2}$. Since that estimator has mean $k$, its mean squared error is its variance.

**Q:** And the single event?

**A:** For $n=1$ the mean of $1/t$ is $\int_0^\infty k e^{-kt}\,t^{-1}dt$. On $0<t\le1$ we have $e^{-kt}\ge e^{-k}$, so the integral is at least $ke^{-k}\int_0^1 dt/t=\infty$. Very short first escapes are common enough to ruin the average.

**Q:** Now the formal version. Where do my trajectories appear?

**A:** Only through the density of their total time, which is a definition.

```lean
import Mathlib

open MeasureTheory Set

namespace RateFromEventTimes

noncomputable section

/-- Density at time `t > 0` of the sum of `n ≥ 1` independent exponential waiting times, each with
rate `k > 0`. -/
def waitingDensity (k : ℝ) (n : ℕ) (t : ℝ) : ℝ :=
  k ^ n * t ^ (n - 1) * Real.exp (-(k * t)) / ((n - 1).factorial : ℝ)
```

Here `k` is the true rate, `n` the number of events and `t` the total time. The real number `k` and the time `t` carry no units, so a time unit has been fixed beforehand.

**Q:** So the physics is assumed. You never add up any waiting times.

**A:** Correct: the density is postulated. It stands for $n$ independent waiting times, each with density $ke^{-kt}$. For escapes this is a good approximation when the system loses its memory inside the basin long before it leaves, and the rate must be the same in every trajectory. Correlated starting points, slow relaxation inside the basin or runs cut off at a maximum length can give a different distribution of $t$, and the theorems say nothing about such cases.

The alternative would be to start from $n$ independent exponential random variables on a probability space and define $t$ as their sum. The density would then be a theorem, proved by repeated convolution, and independence would be a visible hypothesis. The integrals for the estimators would stay the same.

**Q:** What does "mean" mean in the file? I worry about a divergent integral being given some value.

**A:** The definition has two halves, and both must be proved each time.

```lean
/-- The product of `f t` and `waitingDensity k n t` is integrable over `t > 0`, with integral `μ`.
For `k > 0` and `n ≥ 1` this says that `f t` has mean `μ`. -/
def HasMean (k : ℝ) (n : ℕ) (f : ℝ → ℝ) (μ : ℝ) : Prop :=
  IntegrableOn (fun t => f t * waitingDensity k n t) (Ioi 0) ∧
    ∫ t in Ioi (0 : ℝ), f t * waitingDensity k n t = μ
```

`HasMean k n f μ` says that $f(t)w_n(t)$ is integrable over $t>0$, which is what `Ioi 0` denotes, and that its integral is `μ`. Calling this a mean is justified by the normalisation, which is proved below for $n\ge1$.

**Q:** Then integrability has to come from somewhere.

**A:** It comes with the basic integral.

```lean
/-- For `k > 0` the function `t ^ j * exp (-k t)` is integrable over positive times,
with integral `j! / k ^ (j + 1)`. -/
theorem exp_moment {k : ℝ} (hk : 0 < k) (j : ℕ) :
    IntegrableOn (fun t : ℝ => t ^ j * Real.exp (-(k * t))) (Ioi 0) ∧
      ∫ t in Ioi (0 : ℝ), t ^ j * Real.exp (-(k * t)) = (j.factorial : ℝ) / k ^ (j + 1) := by
  have hV : ∫ t in Ioi (0 : ℝ), t ^ j * Real.exp (-(k * t)) =
      (j.factorial : ℝ) / k ^ (j + 1) := by
    have h := Real.integral_rpow_mul_exp_neg_mul_Ioi
      (show (0 : ℝ) < (j : ℝ) + 1 by positivity) hk
    simp only [add_sub_cancel_right, Real.rpow_natCast] at h
    have e : (1 / k) ^ ((j : ℝ) + 1) = (1 / k) ^ (j + 1) := by
      exact_mod_cast Real.rpow_natCast (1 / k) (j + 1)
    rw [h, Real.Gamma_nat_eq_factorial, e, one_div_pow]
    ring
  refine ⟨?_, hV⟩
  -- a non-integrable function would have integral zero in Lean
  by_contra hn
  rw [integral_undef hn] at hV
  have : 0 < (j.factorial : ℝ) / k ^ (j + 1) := by positivity
  linarith
```

The value is taken from Mathlib's Gamma integral, whose real exponents are converted to natural powers. Lean assigns zero to the integral of a non-integrable function, so the positive value $j!/k^{j+1}$ forces integrability.

**Q:** Next you divide by $t^p$. At $t=0$ that is trouble.

**A:** The cancellation is only claimed for $t>0$: that is `heq`, an equality on `Ioi 0`.

```lean
/-- For `k > 0` and `m + p + 1` events, the mean of `1 / t ^ p` is `k ^ p m! / (m + p)!`. -/
theorem inverse_moment {k : ℝ} (hk : 0 < k) (m p : ℕ) :
    HasMean k (m + p + 1) (fun t => 1 / t ^ p)
      (k ^ p * (m.factorial : ℝ) / ((m + p).factorial : ℝ)) := by
  obtain ⟨hI, hV⟩ := exp_moment hk m
  -- the powers of `t` cancel
  have heq : EqOn (fun t => 1 / t ^ p * waitingDensity k (m + p + 1) t)
      (fun t => (k ^ (m + p + 1) / ((m + p).factorial : ℝ)) *
        (t ^ m * Real.exp (-(k * t)))) (Ioi 0) := by
    intro t ht
    have hc : 1 / t ^ p * t ^ p = 1 :=
      one_div_mul_cancel (pow_ne_zero p (mem_Ioi.mp ht).ne')
    simp only [waitingDensity, Nat.add_sub_cancel]
    linear_combination (k ^ (m + p + 1) * t ^ m * Real.exp (-(k * t)) /
      ((m + p).factorial : ℝ)) * hc
  refine ⟨(integrableOn_congr_fun heq measurableSet_Ioi).2 (Integrable.const_mul hI _), ?_⟩
  refine (setIntegral_congr_fun measurableSet_Ioi heq).trans ?_
  rw [integral_const_mul, hV]
  have hc : k ^ (m + 1) * (k ^ (m + 1))⁻¹ = 1 := mul_inv_cancel₀ (by positivity)
  linear_combination (k ^ p * (m.factorial : ℝ) / ((m + p).factorial : ℝ)) * hc
```

The lemma writes the number of events as $m+p+1$, so $m=n-1-p$ and the condition $p<n$ is built in. Its value $k^p\,m!/(m+p)!$ is the inverse moment above. After `heq`, the constant is pulled out of the integral and `exp_moment` supplies the rest.

To expand a square, one also needs linearity, with integrability carried along:

```lean
/-- If `f` and `g` have means `a` and `b` in the sense of `HasMean`, then `x * f + y * g` has mean
`x * a + y * b` in the same sense. -/
theorem HasMean.linear {k a b : ℝ} {n : ℕ} {f g : ℝ → ℝ} (hf : HasMean k n f a)
    (hg : HasMean k n g b) (x y : ℝ) :
    HasMean k n (fun t => x * f t + y * g t) (x * a + y * b) := by
  have e : (fun t => (x * f t + y * g t) * waitingDensity k n t) = fun t =>
      x * (f t * waitingDensity k n t) + y * (g t * waitingDensity k n t) := by
    funext t
    ring
  have h1 := Integrable.const_mul hf.1 x
  have h2 := Integrable.const_mul hg.1 y
  refine ⟨?_, ?_⟩
  · show IntegrableOn (fun t => (x * f t + y * g t) * waitingDensity k n t) (Ioi 0)
    rw [e]
    exact Integrable.add h1 h2
  · show ∫ t in Ioi (0 : ℝ), (x * f t + y * g t) * waitingDensity k n t = _
    rw [e, integral_add h1 h2, integral_const_mul, integral_const_mul, hf.2, hg.2]
```

**Q:** And the normalisation you promised?

**A:** It is the case $p=0$, with $n=m+1$.

```lean
/-- For `k > 0` and `n ≥ 1` the density of the total time is normalised. -/
theorem density_normalised {k : ℝ} (hk : 0 < k) {n : ℕ} (hn : 1 ≤ n) :
    HasMean k n (fun _ => 1) 1 := by
  obtain ⟨m, rfl⟩ : ∃ m, n = m + 1 := ⟨n - 1, by omega⟩
  have g := inverse_moment hk m 0
  have hF : (m.factorial : ℝ) ≠ 0 := by positivity
  rw [pow_zero, one_mul, add_zero, div_self hF] at g
  simpa only [pow_zero, div_one] using g
```

The case $p=1$, with $n=m+2$, gives the mean of $c/t$:

```lean
/-- For `k > 0` and `n ≥ 2` the estimator `c / t` has mean `c k / (n - 1)`. -/
theorem mean_const_div_time {k : ℝ} (hk : 0 < k) {n : ℕ} (hn : 2 ≤ n) (c : ℝ) :
    HasMean k n (fun t => c / t) (c * k / ((n : ℝ) - 1)) := by
  obtain ⟨m, rfl⟩ : ∃ m, n = m + 2 := ⟨n - 2, by omega⟩
  have g : HasMean k (m + 2) _ _ := inverse_moment hk m 1
  have hF : (m.factorial : ℝ) ≠ 0 := by positivity
  have hf : ((m + 1).factorial : ℝ) = ((m : ℝ) + 1) * (m.factorial : ℝ) := by
    exact_mod_cast Nat.factorial_succ m
  rw [hf, pow_one, mul_div_mul_right _ _ hF] at g
  have e : (fun t : ℝ => c / t) = fun t => c * (1 / t ^ 1) + 0 * (1 / t ^ 1) := by
    funext t
    ring
  have v : c * k / (((m + 2 : ℕ) : ℝ) - 1) =
      c * (k / ((m : ℝ) + 1)) + 0 * (k / ((m : ℝ) + 1)) := by
    rw [show ((m + 2 : ℕ) : ℝ) - 1 = (m : ℝ) + 1 by push_cast; ring]
    ring
  rw [e, v]
  exact g.linear g c 0
```

The factorials reduce by $(m+1)!=(m+1)\,m!$, and linearity brings in the factor $c$. With $c=n-1$ this already shows that $(n-1)/t$ is unbiased from $n=2$ on.

**Q:** Why have a general $c$ at all?

**A:** Because the error formula then compares all estimators of this form at once.

```lean
/-- For `k > 0` and `n ≥ 3`, this is the mean squared error of the estimator `c / t`
of the rate `k`, for any real `c`. -/
theorem mean_squared_error {k : ℝ} (hk : 0 < k) {n : ℕ} (hn : 3 ≤ n) (c : ℝ) :
    HasMean k n (fun t => (c / t - k) ^ 2)
      (k ^ 2 * (1 / ((n : ℝ) - 1) +
        (c - ((n : ℝ) - 2)) ^ 2 / (((n : ℝ) - 1) * ((n : ℝ) - 2)))) := by
  obtain ⟨m, rfl⟩ : ∃ m, n = m + 3 := ⟨n - 3, by omega⟩
  have g : HasMean k (m + 3) _ _ := inverse_moment hk m 2
  have hF : (m.factorial : ℝ) ≠ 0 := by positivity
  have hf : ((m + 2).factorial : ℝ) =
      (((m : ℝ) + 2) * ((m : ℝ) + 1)) * (m.factorial : ℝ) := by
    rw [Nat.factorial_succ, Nat.factorial_succ]
    push_cast
    ring
  rw [hf, mul_div_mul_right _ _ hF] at g
  -- expand the square into inverse moments of order two, one and zero
  have h := (g.linear (mean_const_div_time hk (show 2 ≤ m + 3 by omega) 1)
    (c ^ 2) (-2 * c * k)).linear (density_normalised hk (show 1 ≤ m + 3 by omega)) 1 (k ^ 2)
  have e : (fun t : ℝ => (c / t - k) ^ 2) = fun t =>
      1 * (c ^ 2 * (1 / t ^ 2) + (-2 * c * k) * (1 / t)) + k ^ 2 * 1 := by
    funext t
    ring
  have h1 : ((m + 3 : ℕ) : ℝ) - 1 = (m : ℝ) + 2 := by push_cast; ring
  have h2 : ((m + 3 : ℕ) : ℝ) - 2 = (m : ℝ) + 1 := by push_cast; ring
  have v : k ^ 2 * (1 / ((m : ℝ) + 2) +
      (c - ((m : ℝ) + 1)) ^ 2 / (((m : ℝ) + 2) * ((m : ℝ) + 1))) =
      1 * (c ^ 2 * (k ^ 2 / (((m : ℝ) + 2) * ((m : ℝ) + 1))) +
        (-2 * c * k) * (1 * k / ((m : ℝ) + 2))) + k ^ 2 * 1 := by
    field_simp
    ring
  rw [h1] at h
  rw [e, h1, h2, v]
  exact h
```

The proof follows the expansion above: `h` combines the inverse moments of orders two, one and zero with the coefficients $c^2$, $-2ck$ and $k^2$, and `v` is the completed square, checked by `field_simp` and `ring`. You can read off that $c=n-2$ has the smallest mean squared error, $k^2/(n-1)$, although that estimator is biased low. Removing the bias and minimising the squared error are different aims.

**Q:** Where is the variance? I see no such word in the statements.

**A:** It is written out as the mean of the squared deviation from $k$, next to the statement that $k$ is the mean.

```lean
/-- For `k > 0` and `n ≥ 3` the estimator `(n - 1) / t` has mean `k` and
variance `k ^ 2 / (n - 2)`. -/
theorem unbiased_rate_estimator {k : ℝ} (hk : 0 < k) {n : ℕ} (hn : 3 ≤ n) :
    HasMean k n (fun t => ((n : ℝ) - 1) / t) k ∧
      HasMean k n (fun t => (((n : ℝ) - 1) / t - k) ^ 2) (k ^ 2 / ((n : ℝ) - 2)) := by
  have hn' : (3 : ℝ) ≤ n := by exact_mod_cast hn
  have h1 : (n : ℝ) - 1 ≠ 0 := by linarith
  have h2 : (n : ℝ) - 2 ≠ 0 := by linarith
  constructor
  · have h := mean_const_div_time hk (show 2 ≤ n by omega) ((n : ℝ) - 1)
    rwa [mul_div_cancel_left₀ k h1] at h
  · have h := mean_squared_error hk hn ((n : ℝ) - 1)
    have v : k ^ 2 * (1 / ((n : ℝ) - 1) + ((n : ℝ) - 1 - ((n : ℝ) - 2)) ^ 2 /
        (((n : ℝ) - 1) * ((n : ℝ) - 2))) = k ^ 2 / ((n : ℝ) - 2) := by
      field_simp
      ring
    rwa [v] at h
```

The first half is `mean_const_div_time` with $c=n-1$; the second is `mean_squared_error` with the same $c$, simplified to $k^2/(n-2)$.

**Q:** Why does this start at $n=3$, if the mean is already right at $n=2$?

**A:** Because of the variance. At $n=2$ the mean of $t^{-2}$ contains $\int_0^\infty e^{-kt}\,t^{-1}dt$, the same divergence as in the single-event case. That remark is an argument in words; the file proves the divergence for $n=1$ and the estimator $1/t$.

**Q:** How can it state an infinite mean, if `HasMean` takes only real values?

**A:** It uses the other integral, `∫⁻`, which takes values in $[0,\infty]$.

```lean
/-- For `k > 0` the estimator `n / t` has mean `n k / (n - 1)` when `n ≥ 2`,
and infinite mean when `n = 1`. -/
theorem naive_rate_estimator {k : ℝ} (hk : 0 < k) :
    (∀ n : ℕ, 2 ≤ n → HasMean k n (fun t => (n : ℝ) / t) ((n : ℝ) * k / ((n : ℝ) - 1))) ∧
      ∫⁻ t in Ioi (0 : ℝ), ENNReal.ofReal (1 / t * waitingDensity k 1 t) = ⊤ := by
  refine ⟨fun n hn => mean_const_div_time hk hn n, ?_⟩
  have hw : ∀ t, waitingDensity k 1 t = k * Real.exp (-(k * t)) := by
    intro t
    simp [waitingDensity]
  simp_rw [hw]
  by_contra hfin
  have hpos : ∀ t ∈ Ioi (0 : ℝ), 0 ≤ 1 / t * (k * Real.exp (-(k * t))) := by
    intro t ht
    have ht0 : 0 < t := ht
    positivity
  have hmeas : Measurable (fun t : ℝ => 1 / t * (k * Real.exp (-(k * t)))) := by
    fun_prop
  have hI : IntegrableOn (fun t : ℝ => 1 / t * (k * Real.exp (-(k * t)))) (Ioi 0) :=
    ⟨hmeas.aestronglyMeasurable, (hasFiniteIntegral_iff_ofReal
      ((ae_restrict_iff' measurableSet_Ioi).2 (.of_forall hpos))).2
      (lt_top_iff_ne_top.2 hfin)⟩
  -- near `t = 0` the integrand dominates a multiple of `1 / t`
  have hinv : IntegrableOn (fun t : ℝ => t⁻¹) (Ioc 0 1) := by
    refine Integrable.mono' (Integrable.const_mul (hI.mono_set Ioc_subset_Ioi_self)
      (Real.exp k / k)) measurable_inv.aestronglyMeasurable ?_
    refine (ae_restrict_iff' measurableSet_Ioc).2 (.of_forall fun t ht => ?_)
    have ht0 : 0 < t := ht.1
    have hE : 1 ≤ Real.exp k * Real.exp (-(k * t)) := by
      rw [← Real.exp_add]
      exact Real.one_le_exp (by nlinarith [mul_nonneg hk.le (sub_nonneg.2 ht.2)])
    calc ‖t⁻¹‖ = t⁻¹ := Real.norm_of_nonneg (inv_nonneg.2 ht0.le)
      _ ≤ Real.exp k * Real.exp (-(k * t)) * t⁻¹ :=
        le_mul_of_one_le_left (inv_nonneg.2 ht0.le) hE
      _ = Real.exp k / k * (1 / t * (k * Real.exp (-(k * t)))) := by field_simp
  have h := (intervalIntegrable_iff_integrableOn_Ioc_of_le (zero_le_one (α := ℝ))).2 hinv
  rw [intervalIntegrable_inv_iff] at h
  rcases h with h | h
  · exact zero_ne_one h
  · exact h left_mem_uIcc

end

end RateFromEventTimes
```

The second claim says that this integral equals `⊤`, that is, $+\infty$. The function `ENNReal.ofReal` would replace negative values by zero, but the integrand is positive for $t>0$, so nothing is altered.

The proof runs by contradiction. If the integral were finite, the integrand would be integrable on $t>0$, and so on $(0,1]$. There
$$\frac1t\le\frac{e^k}{k}\cdot\frac{k e^{-kt}}{t},$$
which is the `calc` block and the same bound as $e^{-kt}\ge e^{-k}$. So $1/t$ would be integrable on $(0,1]$, and `intervalIntegrable_inv_iff` rules that out. The first claim, for $n\ge2$, is `mean_const_div_time` with $c=n$.

```lean
#print axioms RateFromEventTimes.unbiased_rate_estimator
#print axioms RateFromEventTimes.naive_rate_estimator
```

```
'RateFromEventTimes.unbiased_rate_estimator' depends on axioms: [propext, Classical.choice, Quot.sound]
'RateFromEventTimes.naive_rate_estimator' depends on axioms: [propext, Classical.choice, Quot.sound]
```

**Q:** Give me the step with numbers.

**A:** Suppose that five trajectories all escape, after a total of $2.0\ \mu\mathrm{s}$. Then $n/t=2.5\ \mu\mathrm{s}^{-1}$, while $(n-1)/t=2.0\ \mu\mathrm{s}^{-1}$. The standard deviation of the second estimator is $k/\sqrt3\approx0.58\,k$. You don't know $k$, so you insert the estimate and quote an uncertainty of about $1.2\ \mu\mathrm{s}^{-1}$.

**Q:** So the correction is smaller than the scatter.

**A:** Yes, for a single set of five. It matters when you average rates from many small sets: the scatter of the average shrinks, but the factor $n/(n-1)$ stays.

**Q:** And if I fix the total simulated time in advance, start a new trajectory after each escape, and count the escapes?

**A:** That is a different experiment. The count is then random and the time is not, whereas here `n` is fixed and `t` fluctuates. The correction from $n$ to $n-1$ belongs to runs that end with the $n$-th event.
